# The second energy derivative of the Fermi-Dirac occupation

The Fermi-Dirac function n = 1/(1 + exp(β(ε − μ))) gives the mean occupation of one single-particle state of energy ε for non-interacting fermions in thermal equilibrium, at inverse temperature β and chemical potential μ. The theorem says that n is differentiable in the energy everywhere, with β and μ held fixed, and that its second derivative at ε is β² n(1 − n)(1 − 2n). It is stated for any real β, μ and ε, so β need not be positive. The proof first gets the derivative −βn(1 − n) from the quotient rule, then differentiates that product once more.

The failing Lean file:

```lean
import Mathlib

open Set

namespace OccupationSecondDeriv

noncomputable section

/-- The Fermi-Dirac occupation of a level of energy `ε` at inverse temperature `β` and
chemical potential `μ`. -/
def occupation (β μ ε : ℝ) : ℝ := 1 / (1 + Real.exp (β * (ε - μ)))

/-- The occupation `n` is differentiable in the energy, and its second derivative is
`β² n (1 - n) (1 - 2n)`. -/
theorem occupation_second_deriv (β μ ε : ℝ) :
    Differentiable ℝ (occupation β μ) ∧
    HasDerivAt (deriv (occupation β μ))
      (β ^ 2 * (occupation β μ ε * (1 - occupation β μ ε) * (1 - 2 * occupation β μ ε))) ε := by
  -- the first derivative, written through the occupation itself
  have h1 : ∀ x, HasDerivAt (occupation β μ)
      (-(β * (occupation β μ x * (1 - occupation β μ x)))) x := by
    intro x
    have hne : 1 + Real.exp (β * (x - μ)) ≠ 0 := by positivity
    have hlin : HasDerivAt (fun y : ℝ => β * (y - μ)) β x :=
      (((hasDerivAt_id' x).sub_const μ).const_mul β).congr_deriv (mul_one β)
    have h : HasDerivAt (occupation β μ) _ x :=
      (hasDerivAt_const x (1 : ℝ)).fun_div (hlin.exp.const_add 1) hne
    refine h.congr_deriv ?_
    have hole : 1 - 1 / (1 + Real.exp (β * (x - μ)))
        = Real.exp (β * (x - μ)) / (1 + Real.exp (β * (x - μ))) := by
      rw [eq_div_iff hne, sub_mul, div_mul_cancel₀ _ hne]
      ring
    unfold occupation
    rw [hole]
    ring
  refine ⟨fun x => (h1 x).differentiableAt, ?_⟩
  -- differentiate the product of occupation and hole occupation once more
  have h2 : deriv (occupation β μ)
      = fun x => -(β * (occupation β μ x * (1 - occupation β μ x))) :=
    funext fun x => (h1 x).deriv
  rw [h2]
  have h3 := (((h1 ε).fun_mul ((h1 ε).const_sub 1)).const_mul β).fun_neg
  exact h3.congr_deriv (by ring)

end

end OccupationSecondDeriv
```

Compiling this gives:

```
Try this:
  [apply] ring_nf
  
  The `ring` tactic failed to close the goal. Use `ring_nf` to obtain a normal form.
    
  Note that `ring` works primarily in *commutative* rings. If you have a noncommutative ring, abelian group or module, consider using `noncomm_ring`, `abel` or `module` instead.
Main.lean:21:64: error: unsolved goals
β μ ε x : ℝ
hne : 1 + Real.exp (β * (x - μ)) ≠ 0
hlin : HasDerivAt (fun y => β * (y - μ)) β x
h :
  HasDerivAt (occupation β μ)
    ((0 * (1 + Real.exp (β * (x - μ))) - 1 * (Real.exp (β * (x - μ)) * β)) / (1 + Real.exp (β * (x - μ))) ^ 2) x
hole : 1 - 1 / (1 + Real.exp (β * (x - μ))) = Real.exp (β * (x - μ)) / (1 + Real.exp (β * (x - μ)))
⊢ -(β * Real.exp (β * x - β * μ) * (1 + Real.exp (β * x - β * μ) * 2 + Real.exp (β * x - β * μ) ^ 2)⁻¹) =
    -(β * Real.exp (β * x - β * μ) * (1 + Real.exp (β * x - β * μ))⁻¹ ^ 2)
```

The error is in the proof of the first derivative, `h1`. Its last `ring` has to match the quotient rule's result, which is divided by `(1 + Real.exp (β * (x - μ))) ^ 2`, with a product containing two fractions, each with denominator `1 + Real.exp (β * (x - μ))`. The two sides are equal, but `ring` does not close the goal, and Lean reports what is left as unsolved.

The remaining goal shows why. On the left the square has been multiplied out inside the inverse, giving the inverse of a three-term sum. On the right stands the square of the inverse of `1 + Real.exp (β * x - β * μ)`. `ring` does not factor the three-term sum back into a square, so the two inverses do not match.

The added `generalize` replaces the whole denominator in the goal by a single variable `D`. There is then no sum to multiply out, and `ring` can identify the inverse of `D ^ 2` with the square of the inverse of `D`. The exponential in the numerators stays as it is, and is the same on both sides.

After these edits no error is left:

```diff
@@ -33,4 +33,5 @@
     unfold occupation
     rw [hole]
+    generalize 1 + Real.exp (β * (x - μ)) = D
     ring
   refine ⟨fun x => (h1 x).differentiableAt, ?_⟩
```
